# Projection with two trial states can converge to any complex number when the observable is not a scalar on the ground level

Take two states of equal energy, the observable $A=\mathrm{diag}(1,-1)$ and the trial vectors $T=(2,-1)$ and $\varphi=(1,1)$: imaginary-time propagation only rescales both vectors, so the estimator $\langle T,A\varphi\rangle/\langle T,\varphi\rangle$ equals $3$ at all times, although $A$ has eigenvalues $\pm1$. The Lean file below treats any finite-dimensional Hermitian Hamiltonian and determines for which matrices $A$ every complex number can be reached as a long-time limit in this way.

```lean
import Mathlib

open Matrix Filter Topology
open scoped ComplexOrder

namespace DegenerateGroundState

noncomputable section

variable {n : Type*} [Fintype n] [DecidableEq n]

/-- The Hamiltonian with energy levels `d` and the columns of the unitary `U` as eigenvectors. -/
def hamiltonian (U : unitaryGroup n ℂ) (d : n → ℝ) : Matrix n n ℂ :=
  U.1 * diagonal (fun i => (d i : ℂ)) * star U.1

/-- The orthogonal projector onto the span of the eigenvectors with energy `E`. -/
def levelProj (U : unitaryGroup n ℂ) (d : n → ℝ) (E : ℝ) : Matrix n n ℂ :=
  U.1 * diagonal (fun i => if d i = E then (1 : ℂ) else 0) * star U.1

/-- The imaginary-time propagator `exp(-τH)`. -/
def propagator (H : Matrix n n ℂ) (τ : ℝ) : Matrix n n ℂ :=
  NormedSpace.exp (-(τ : ℂ) • H)

/-- The estimator `⟨x, A y⟩ / ⟨x, y⟩` of `A` between two states of nonzero overlap. -/
def estimator (A : Matrix n n ℂ) (x y : n → ℂ) : ℂ :=
  (star x ⬝ᵥ A *ᵥ y) / (star x ⬝ᵥ y)

/-- Every Hermitian matrix is a Hamiltonian given by levels and a unitary of eigenvectors. -/
theorem exists_eq_hamiltonian {H : Matrix n n ℂ} (hH : H.IsHermitian) :
    ∃ U d, H = hamiltonian U d :=
  ⟨hH.eigenvectorUnitary, hH.eigenvalues, hH.spectral_theorem⟩

/-- If `E` is the lowest level, `exp(τE) exp(-τH)` tends to the ground projector. -/
theorem propagator_tendsto (U : unitaryGroup n ℂ) (d : n → ℝ) {E : ℝ}
    (hE : IsLeast (Set.range d) E) :
    Tendsto (fun τ : ℝ => Complex.exp (τ * E) • propagator (hamiltonian U d) τ) atTop
      (𝓝 (levelProj U d E)) := by
  have hi : U.1 * star U.1 = 1 := mem_unitaryGroup_iff.mp U.2
  have hU : IsUnit U.1 := ⟨⟨_, _, hi, mem_unitaryGroup_iff'.mp U.2⟩, rfl⟩
  have hinv : U.1⁻¹ = star U.1 := Matrix.inv_eq_right_inv hi
  have hexp (v : n → ℂ) (i : n) : NormedSpace.exp v i = Complex.exp (v i) := by
    rw [Complex.exp_eq_exp_ℂ]
    exact NormedSpace.map_exp (Pi.evalRingHom (fun _ : n => ℂ) i) (continuous_apply i) v
  -- the rescaled propagator in the eigenbasis
  have heq : ∀ τ : ℝ, Complex.exp (τ * E) • propagator (hamiltonian U d) τ =
      U.1 * diagonal (fun i => ((Real.exp (-(τ * (d i - E))) : ℝ) : ℂ)) * star U.1 := by
    intro τ
    have h1 : -(τ : ℂ) • hamiltonian U d =
        U.1 * diagonal (-(τ : ℂ) • fun i => (d i : ℂ)) * U.1⁻¹ := by
      rw [hinv, Matrix.diagonal_smul, Matrix.mul_smul, Matrix.smul_mul, hamiltonian]
    have h2 : Complex.exp (τ * E) • NormedSpace.exp (-(τ : ℂ) • fun i => (d i : ℂ)) =
        fun i => ((Real.exp (-(τ * (d i - E))) : ℝ) : ℂ) := by
      ext i
      rw [Pi.smul_apply, hexp, smul_eq_mul, ← Complex.exp_add, Complex.ofReal_exp,
        Pi.smul_apply, smul_eq_mul]
      congr 1
      push_cast
      ring
    rw [propagator, h1, Matrix.exp_conj _ _ hU, Matrix.exp_diagonal, ← Matrix.smul_mul,
      ← Matrix.mul_smul, ← Matrix.diagonal_smul, h2, hinv]
  have hc : Continuous fun v : n → ℂ => U.1 * diagonal v * star U.1 :=
    (continuous_const.matrix_mul continuous_id.matrix_diagonal).matrix_mul continuous_const
  simp_rw [heq]
  refine (hc.tendsto _).comp (tendsto_pi_nhds.mpr fun i => ?_)
  -- excited levels die out, ground levels stay
  by_cases h : d i = E
  · simp [h]
  · have hpos : 0 < d i - E := sub_pos.mpr (lt_of_le_of_ne (hE.2 ⟨i, rfl⟩) (Ne.symm h))
    have h1 : Tendsto (fun τ : ℝ => Real.exp (-(τ * (d i - E)))) atTop (𝓝 0) :=
      Real.tendsto_exp_neg_atTop_nhds_zero.comp (tendsto_id.atTop_mul_const hpos)
    simpa only [h, if_false, Complex.ofReal_zero, Function.comp_def] using
      (Complex.continuous_ofReal.tendsto 0).comp h1

/-- If `E` is the lowest level and the ground-space parts of `T` and `φ` overlap, the projected
estimator of `A` tends to the estimator between these parts. -/
theorem estimator_tendsto (U : unitaryGroup n ℂ) (d : n → ℝ) {E : ℝ}
    (hE : IsLeast (Set.range d) E) (A : Matrix n n ℂ) (T φ : n → ℂ)
    (hne : star (levelProj U d E *ᵥ T) ⬝ᵥ (levelProj U d E *ᵥ φ) ≠ 0) :
    Tendsto (fun τ => estimator A (propagator (hamiltonian U d) τ *ᵥ T)
      (propagator (hamiltonian U d) τ *ᵥ φ)) atTop
      (𝓝 (estimator A (levelProj U d E *ᵥ T) (levelProj U d E *ᵥ φ))) := by
  have hv (v : n → ℂ) := ((continuous_id.matrix_mulVec
    (continuous_const (y := v))).tendsto _).comp (propagator_tendsto U d hE)
  have hnum : Continuous fun p : (n → ℂ) × (n → ℂ) => star p.1 ⬝ᵥ A *ᵥ p.2 := by
    simp only [dotProduct, Matrix.mulVec, Pi.star_apply]
    fun_prop
  have hden : Continuous fun p : (n → ℂ) × (n → ℂ) => star p.1 ⬝ᵥ p.2 := by
    simp only [dotProduct, Pi.star_apply]
    fun_prop
  have hp := (hv T).prodMk_nhds (hv φ)
  refine (((hnum.tendsto _).comp hp).div ((hden.tendsto _).comp hp) hne).congr fun τ => ?_
  -- the common factor exp(τE) cancels
  have hc : Complex.exp (τ * E) ≠ 0 := Complex.exp_ne_zero _
  have hs : star (Complex.exp (τ * E)) ≠ 0 := star_ne_zero.mpr hc
  simp only [Pi.div_apply, Function.comp_apply, id_eq, estimator, Matrix.smul_mulVec,
    Matrix.mulVec_smul, star_smul, smul_dotProduct, dotProduct_smul, smul_eq_mul]
  rw [mul_div_mul_left _ _ (by assumption), mul_div_mul_left _ _ (by assumption)]

omit [DecidableEq n] in
/-- If `u` is not a multiple of `m`, some state is orthogonal to `m` and overlaps with `u`. -/
theorem exists_orthogonal_state {u m : n → ℂ} (h : ∀ k : ℂ, u ≠ k • m) :
    ∃ T : n → ℂ, star T ⬝ᵥ m = 0 ∧ star T ⬝ᵥ u ≠ 0 := by
  obtain ⟨k, hk⟩ : ∃ k : ℂ, star m ⬝ᵥ (u - k • m) = 0 := by
    by_cases hm : star m ⬝ᵥ m = 0
    · exact ⟨0, by simp [dotProduct_star_self_eq_zero.mp hm]⟩
    · exact ⟨(star m ⬝ᵥ u) / (star m ⬝ᵥ m), by
        rw [dotProduct_sub, dotProduct_smul, smul_eq_mul, div_mul_cancel₀ _ hm, sub_self]⟩
  have hT : star (u - k • m) ⬝ᵥ m = 0 := by rw [Matrix.star_dotProduct, hk, star_zero]
  refine ⟨u - k • m, hT, fun h0 => h k (sub_eq_zero.mp (dotProduct_star_self_eq_zero.mp ?_))⟩
  rw [dotProduct_sub, h0, dotProduct_smul, hT, smul_zero, sub_zero]

/-- If `B x` is a multiple of `M x` for every state `x`, then `B` is a multiple of `M`. -/
theorem eq_smul_of_forall {B M : Matrix n n ℂ}
    (h : ∀ x : n → ℂ, ∃ c : ℂ, B *ᵥ x = c • (M *ᵥ x)) : ∃ c : ℂ, B = c • M := by
  suffices hs : ∃ c : ℂ, ∀ x, B *ᵥ x = c • (M *ᵥ x) by
    obtain ⟨c, hc⟩ := hs
    refine ⟨c, ?_⟩
    ext i j
    simpa using congrFun (hc (Pi.single j 1)) i
  by_cases h0 : ∃ y, M *ᵥ y ≠ 0
  · obtain ⟨y, hy⟩ := h0
    obtain ⟨c, hc⟩ := h y
    refine ⟨c, fun x => ?_⟩
    obtain ⟨a, ha⟩ := h x
    obtain ⟨e, he⟩ := h (y + x)
    rw [Matrix.mulVec_add, Matrix.mulVec_add, hc, ha] at he
    have h1 : (c - e) • (M *ᵥ y) = (e - a) • (M *ᵥ x) := by
      linear_combination (norm := module) he
    by_cases hea : e - a = 0
    · rw [hea, zero_smul] at h1
      have h2 := (smul_eq_zero.mp h1).resolve_right hy
      rw [ha, show a = c by linear_combination -h2 - hea]
    · -- here M x = k M y, so B and M both vanish on x - k y
      have h2 : M *ᵥ x = ((e - a)⁻¹ * (c - e)) • (M *ᵥ y) := by
        rw [mul_smul, h1, smul_smul, inv_mul_cancel₀ hea, one_smul]
      obtain ⟨b, hb⟩ := h (x - ((e - a)⁻¹ * (c - e)) • y)
      rw [Matrix.mulVec_sub, Matrix.mulVec_sub, Matrix.mulVec_smul, Matrix.mulVec_smul, ← h2,
        sub_self, smul_zero, hc, smul_comm, ← h2] at hb
      exact sub_eq_zero.mp hb
  · push Not at h0
    refine ⟨0, fun x => ?_⟩
    obtain ⟨a, ha⟩ := h x
    rw [ha, h0, smul_zero, smul_zero]

/-- Let `P` project onto the lowest level `E`. Every complex number is the limit of the projected
estimator for some trial states with overlapping ground-space parts, if and only if `P A P` is
not a multiple of `P`. -/
theorem every_limit_iff (U : unitaryGroup n ℂ) (d : n → ℝ) {E : ℝ}
    (hE : IsLeast (Set.range d) E) (A : Matrix n n ℂ) :
    (∀ z : ℂ, ∃ T φ : n → ℂ, star (levelProj U d E *ᵥ T) ⬝ᵥ (levelProj U d E *ᵥ φ) ≠ 0 ∧
      Tendsto (fun τ => estimator A (propagator (hamiltonian U d) τ *ᵥ T)
        (propagator (hamiltonian U d) τ *ᵥ φ)) atTop (𝓝 z)) ↔
    ¬ ∃ c : ℂ, levelProj U d E * A * levelProj U d E = c • levelProj U d E := by
  have hlim := estimator_tendsto U d hE A
  obtain ⟨g, hs, hm, hg⟩ : ∃ g : n → ℂ, star g = g ∧ (fun i => g i * g i) = g ∧
      levelProj U d E = U.1 * diagonal g * star U.1 :=
    ⟨fun i => if d i = E then 1 else 0, funext fun i => by by_cases h : d i = E <;> simp [h],
      funext fun i => by by_cases h : d i = E <;> simp [h], rfl⟩
  have hherm : (levelProj U d E)ᴴ = levelProj U d E := by
    simp only [hg, star_eq_conjTranspose, conjTranspose_mul, conjTranspose_conjTranspose,
      diagonal_conjTranspose, hs, Matrix.mul_assoc]
  have hidem : levelProj U d E * levelProj U d E = levelProj U d E := by
    rw [hg, show ∀ D : Matrix n n ℂ, U.1 * D * star U.1 * (U.1 * D * star U.1) =
      U.1 * (D * (star U.1 * U.1) * D) * star U.1 from fun D => by noncomm_ring,
      mem_unitaryGroup_iff'.mp U.2, mul_one, diagonal_mul_diagonal, hm]
  clear hg
  generalize levelProj U d E = P at *
  have hmove (x y : n → ℂ) : star (P *ᵥ x) ⬝ᵥ y = star x ⬝ᵥ P *ᵥ y := by
    rw [Matrix.star_mulVec, hherm, ← Matrix.dotProduct_mulVec]
  have hov (x y : n → ℂ) : star (P *ᵥ x) ⬝ᵥ (P *ᵥ y) = star x ⬝ᵥ P *ᵥ y := by
    rw [hmove, Matrix.mulVec_mulVec, hidem]
  have hval (x y : n → ℂ) : estimator A (P *ᵥ x) (P *ᵥ y) =
      (star x ⬝ᵥ (P * A * P) *ᵥ y) / (star x ⬝ᵥ P *ᵥ y) := by
    rw [estimator, hov, hmove, Matrix.mulVec_mulVec, Matrix.mulVec_mulVec]
  constructor
  · -- if P A P = c P, every limit is c
    rintro h ⟨c, hc⟩
    obtain ⟨T, φ, hne, ht⟩ := h (c + 1)
    have h1 := tendsto_nhds_unique ht (hlim T φ hne)
    rw [hov] at hne
    rw [hval, hc, Matrix.smul_mulVec, dotProduct_smul, smul_eq_mul,
      mul_div_cancel_right₀ _ hne] at h1
    simp at h1
  · intro hA z
    -- for some φ, P φ is not a multiple of (P A P - z P) φ
    obtain ⟨φ, hφ⟩ : ∃ φ : n → ℂ, ∀ k : ℂ, P *ᵥ φ ≠ k • ((P * A * P - z • P) *ᵥ φ) := by
      by_contra hcon
      push Not at hcon
      obtain ⟨k, hk⟩ := eq_smul_of_forall hcon
      by_cases h0 : k = 0
      · have hP : P = 0 := by rw [hk, h0, zero_smul]
        exact hA ⟨0, by simp [hP]⟩
      · exact hA ⟨k⁻¹ + z, by
          rw [add_smul, (inv_smul_eq_iff₀ h0).mpr hk, sub_add_cancel]⟩
    obtain ⟨T, h1, h2⟩ := exists_orthogonal_state hφ
    rw [Matrix.sub_mulVec, Matrix.smul_mulVec, dotProduct_sub, dotProduct_smul, smul_eq_mul,
      sub_eq_zero] at h1
    have hne : star (P *ᵥ T) ⬝ᵥ (P *ᵥ φ) ≠ 0 := by rwa [hov]
    have h3 := hlim T φ hne
    rw [hval, h1, mul_div_cancel_right₀ _ h2] at h3
    exact ⟨T, φ, hne, h3⟩

end

end DegenerateGroundState
```

```lean
#print axioms DegenerateGroundState.exists_eq_hamiltonian
-- 'DegenerateGroundState.exists_eq_hamiltonian' depends on axioms: [propext, Classical.choice, Quot.sound]
#print axioms DegenerateGroundState.every_limit_iff
-- 'DegenerateGroundState.every_limit_iff' depends on axioms: [propext, Classical.choice, Quot.sound]
```

## Levels, projector and estimator

The Hamiltonian is $H=U\,\mathrm{diag}(d_i)\,U^\dagger$, with real levels `d` and the eigenvectors in the columns of the unitary `U`. This is no restriction among Hermitian matrices, by `exists_eq_hamiltonian`. The hypothesis `IsLeast (Set.range d) E` says that $E$ is one of the levels and that no level lies below it. The matrix `levelProj U d E`, written $P$ from here on, keeps the eigenvectors with $d_i=E$ and removes the others, so its rank is the degeneracy of the ground level.

The propagator is the matrix exponential $e^{-\tau H}$, with $\tau$ in units of inverse energy. The inner product $\langle x,y\rangle=\sum_i x_i^*y_i$ appears as `star x ⬝ᵥ y`, and `estimator A x y` is $\langle x,Ay\rangle/\langle x,y\rangle$. Trial vectors need not be normalised, since their norms cancel in this ratio.

There are two main statements.

- `estimator_tendsto`: if $\langle PT,P\varphi\rangle\neq0$, then as $\tau\to\infty$
$$\frac{\langle e^{-\tau H}T,\,A\,e^{-\tau H}\varphi\rangle}{\langle e^{-\tau H}T,\,e^{-\tau H}\varphi\rangle}\;\longrightarrow\;\frac{\langle PT,AP\varphi\rangle}{\langle PT,P\varphi\rangle}.$$
- `every_limit_iff`: every complex $z$ is such a limit, for some $T$ and $\varphi$ with $\langle PT,P\varphi\rangle\neq0$, if and only if $PAP$ is not a multiple of $P$.

The matrix $A$ is arbitrary. For a Hermitian observable with $PAP$ not a multiple of $P$, every real number is therefore a possible limit, inside or outside the spectrum of $A$. The vectors $T$ and $\varphi$ may depend on $z$.

The overlap condition says that the ground-space parts $PT$ and $P\varphi$ are not orthogonal. With degeneracy it is not enough that both are nonzero, because they can still be orthogonal, as $(1,0)$ and $(0,1)$ are in the two-state case. At isolated finite times the denominator may still vanish, and Lean then assigns the quotient the value $0$; this doesn't affect the limit.

## What the limit means for a simulation

Assume throughout this section that $\langle PT,P\varphi\rangle\neq0$. In a ground-state path-integral calculation with different trial states at the two ends, in a finite basis and without sampling, time-step or constraint errors, a converged plateau for $A$ need not be an expectation value in any ground state. It is a matrix element between two ground states, divided by their overlap. If $PT$ and $P\varphi$ are proportional, for instance because $T=\varphi$, the limit is an ordinary expectation value in one ground state, though in a degenerate level which state it is still depends on the trial vector.

The energy is safe: $PHP=EP$, so for $A=H$ the limit is $E$. So is every observable if the ground level is nondegenerate. Then $P$ projects onto a single normalised state $g$, and $PAP=\langle g,Ag\rangle P$ for every $A$. Two degenerate states are thus the smallest case in which the effect can occur.

In the two-state example with $A=\mathrm{diag}(1,-1)$ the price of an outlying value is visible. For real $z$, the vectors $T=(1+z,\,1-z)$ and $\varphi=(1,1)$ give $\langle T,\varphi\rangle=2$ and $\langle T,A\varphi\rangle=2z$, hence the estimator $z$. After normalisation their overlap is $1/\sqrt{1+z^2}$, which shrinks as $|z|$ grows.

## From the propagator to the limit

In the eigenbasis the rescaled propagator is diagonal:
$$e^{\tau E}e^{-\tau H}=U\,\mathrm{diag}\!\left(e^{-\tau(d_i-E)}\right)U^\dagger .$$
An entry with $d_i=E$ equals $1$ at all times. An entry with $d_i>E$ decays to $0$. The whole matrix therefore tends to $P$.

This is `propagator_tendsto`. Its step `heq` is the displayed identity, obtained with `Matrix.exp_conj` and `Matrix.exp_diagonal`, and the final `by_cases` separates ground levels from excited ones.

Multiplying both propagated vectors by $e^{\tau E}$ multiplies the numerator and the denominator of the estimator by $e^{2\tau E}$, which cancels. The rescaled vectors tend to $PT$ and $P\varphi$. Both inner products are continuous, and the limiting denominator is nonzero, so the quotient converges to the stated value. In `estimator_tendsto`, `hnum` and `hden` supply the continuity, and the last line cancels the factors.

Since $P^\dagger=P$ and $P^2=P$ (`hherm` and `hidem`), the limit can also be written as in `hval`:
$$\frac{\langle PT,AP\varphi\rangle}{\langle PT,P\varphi\rangle}=\frac{\langle T,PAP\varphi\rangle}{\langle T,P\varphi\rangle}.$$
If $PAP=cP$, this is $c$ for all admissible trial states. The Lean proof of this direction asks for the limit $c+1$ and gets a contradiction from the uniqueness of limits.

## Constructing trial states for a prescribed limit

Now suppose that $PAP$ is not a multiple of $P$, and fix a complex $z$. Put $M=PAP-zP$. The limit is $z$ if
$$\langle T,M\varphi\rangle=0\quad\text{and}\quad\langle T,P\varphi\rangle\neq0 .$$

**Choosing $T$.** Let $u=P\varphi$ and $m=M\varphi$, and assume for the moment that $u$ is not a multiple of $m$. Remove from $u$ its component along $m$:
$$T=u-km,\qquad k=\frac{\langle m,u\rangle}{\langle m,m\rangle},$$
with $k=0$ if $m=0$. Then $\langle T,m\rangle=0$, and $\langle T,u\rangle=\langle T,T+km\rangle=\langle T,T\rangle$, which is positive because $T\neq0$. This is `exists_orthogonal_state`. In the two-state case with $z=3$ and $\varphi=(1,1)$ one has $m=(-2,-4)$ and $k=-3/10$, so $T=(2/5,-1/5)$, which is proportional to the opening vector $(2,-1)$.

**Choosing $\varphi$.** It remains to find a $\varphi$ for which $P\varphi$ is not a multiple of $M\varphi$. Suppose there were none. Then for every $x$ the vector $Px$ would be a multiple of $Mx$, with a factor that might depend on $x$. The lemma `eq_smul_of_forall` shows, for any matrix $B$ in the place of $P$, that a single factor suffices.

If $M=0$, then $Bx=0$ for all $x$, and the factor $0$ works. Otherwise choose $y$ with $My\neq0$ and write $By=cMy$. For any $x$ write $Bx=aMx$ and $B(y+x)=eM(y+x)$. Subtracting gives
$$(c-e)My=(e-a)Mx .$$

- If $e=a$, then $(c-e)My=0$, so $c=e=a$ and $Bx=cMx$.
- If $e\neq a$, then $Mx=\kappa My$ with $\kappa=(c-e)/(e-a)$. Hence $M(x-\kappa y)=0$. By assumption $B(x-\kappa y)$ is a multiple of this zero vector, so it vanishes too, and $Bx=\kappa By=\kappa cMy=cMx$.

Thus $B=cM$. The `by_cases hea` in the code is this division into two cases.

For $B=P$ the conclusion reads $P=k(PAP-zP)$ with a new constant $k$. If $k=0$, then $P=0$ and $PAP=0\cdot P$. If $k\neq0$, then $PAP=(k^{-1}+z)P$. Either way $PAP$ is a multiple of $P$, contrary to the assumption. So a suitable $\varphi$ exists, the orthogonal construction supplies $T$, and `estimator_tendsto`, called `hlim` in the last proof, gives convergence to $z$.
